# Irrelevance of the cosine in the Kosterlitz–Thouless flow for $x(0)>|y(0)|$

A one-dimensional quantum fluid in a commensurate periodic potential can be described by a phase field with a cosine term. Does the cosine pin the phase at long distances, or does it fade and leave a gapless fluid? Let $l\ge 0$ be the logarithm of the length scale, $y$ the suitably normalised cosine amplitude, and $x$ the excess of the cosine's scaling dimension over its marginal value 2. We call $x$ the stiffness coupling because, at fixed sound velocity, it rises with the superfluid stiffness; the field inside the cosine becomes softer as $x$ grows. To lowest order in small $x$ and $y$ the renormalisation flow is

$$x'=-y^2,\qquad y'=-xy .$$

Write $x_0=x(0)$, $y_0=y(0)$ and assume $x_0>|y_0|$: the cosine starts out irrelevant, and weak enough to stay so. Then $x^2-y^2$ is conserved, $y\to0$, and $x\to c:=\sqrt{x_0^2-y_0^2}$.

## From the invariant to the exact curves

The invariant follows from $(x^2-y^2)'=-2xy^2+2xy^2=0$, so $x^2-y^2=c^2>0$. If $x$ ever became nonpositive, it would vanish at some scale by continuity, and there $-y^2=c^2>0$, which is impossible. Hence $x>0$ throughout.

Eliminating $y$ gives $x'=c^2-x^2$, which the substitution $x=D'/D$ turns into $D''=c^2D$. This suggests

$$D=c\cosh cl+x_0\sinh cl,\qquad N=c\sinh cl+x_0\cosh cl,$$

with $D'=cN$ and $N'=cD$. To show that $x=cN/D$, let $w=cN-xD$. Then

$$w'=c^2D+y^2D-cxN=x^2D-cxN=-xw,\qquad w(0)=0 .$$

Since $(w^2)'=-2xw^2\le0$, $w^2$ cannot rise above zero, so $w=0$. Next, $(yD)'=-xyD+cyN=yw=0$, so $yD=cy_0$. Because $c\le x_0$,

$$D-ce^{cl}=(x_0-c)\sinh cl\ge0 .$$

Thus $D>0$, and

$$x=\frac{cN}{D},\qquad y=\frac{cy_0}{D},\qquad |y|\le|y_0|e^{-cl}.$$

So $y\to0$, and $x=\sqrt{c^2+y^2}\to c$.

For example, $x_0=0.5$ and $y_0=0.3$ give $c=0.4$. At the scale where $e^{cl}=2$, $\cosh cl=1.25$ and $\sinh cl=0.75$, so $D=0.875$ and $N=0.925$. Hence $x\approx0.423$ and $y\approx0.137$, below the bound $0.15$.

Within this lowest-order, two-coupling flow, the bound reads $|y|\le|y_0|(L/a)^{-c}$ for length $L$ and cutoff $a$. In simulations described by it, a small $c$ means that finite-size effects of the cosine can fade slowly.

## The flow and its curves in Lean

```lean
import Mathlib

open Filter Topology Set

namespace KosterlitzThoulessIrrelevantCosine

noncomputable section
```

The couplings are real functions, constrained only for $l\ge0$. `HasDerivWithinAt` on `Ici 0` means a one-sided derivative at zero and the ordinary derivative at positive scales. The flow equations are assumed, not derived from a microscopic model.

```lean
/-- The Kosterlitz-Thouless flow on scales `l ≥ 0`: the stiffness coupling obeys `x' = -y²`
and the cosine amplitude obeys `y' = -x y`. -/
structure IsKTFlow (x y : ℝ → ℝ) : Prop where
  stiffness : ∀ l, 0 ≤ l → HasDerivWithinAt x (-(y l) ^ 2) (Ici 0) l
  cosine : ∀ l, 0 ≤ l → HasDerivWithinAt y (-(x l * y l)) (Ici 0) l
```

The next definitions name $c$, $D$, $N$ and the two solution curves. The docstrings call $c$ the residual stiffness. It is the value that $x$ approaches, an excess over the marginal scaling dimension, and not the superfluid stiffness itself, which does not vanish as $c\to0$.

```lean
/-- The residual stiffness `√(x₀² - y₀²)` belonging to the bare couplings `x₀`, `y₀`. -/
def residual (x₀ y₀ : ℝ) : ℝ := √(x₀ ^ 2 - y₀ ^ 2)

/-- The profile `c cosh(c l) + x₀ sinh(c l)`. -/
def profileD (c x₀ l : ℝ) : ℝ := c * Real.cosh (c * l) + x₀ * Real.sinh (c * l)

/-- The profile `c sinh(c l) + x₀ cosh(c l)`. -/
def profileN (c x₀ l : ℝ) : ℝ := c * Real.sinh (c * l) + x₀ * Real.cosh (c * l)

/-- The closed expression for the running stiffness coupling. -/
def stiffnessCurve (x₀ y₀ l : ℝ) : ℝ :=
  residual x₀ y₀ * profileN (residual x₀ y₀) x₀ l / profileD (residual x₀ y₀) x₀ l

/-- The closed expression for the running cosine amplitude. -/
def cosineCurve (x₀ y₀ l : ℝ) : ℝ :=
  residual x₀ y₀ * y₀ / profileD (residual x₀ y₀) x₀ l
```

## Monotonicity in place of a uniqueness theorem

The proof turns on Mathlib's `antitoneOn_of_hasDerivWithinAt_nonpos`: on a convex set, a continuous function with nonpositive derivative in the interior is nonincreasing. Applied to $w^2$, it forces the mismatch to vanish without a Lipschitz estimate for the flow.

```lean
/-- A quantity whose rate of change is never positive does not exceed its initial value. -/
theorem le_initial {f f' : ℝ → ℝ}
    (hf : ∀ l, 0 ≤ l → HasDerivWithinAt f (f' l) (Ici 0) l)
    (h0 : ∀ l, 0 ≤ l → f' l ≤ 0) {l : ℝ} (hl : 0 ≤ l) : f l ≤ f 0 :=
  antitoneOn_of_hasDerivWithinAt_nonpos (f' := f') (convex_Ici 0)
    (fun t ht => (hf t ht).continuousWithinAt)
    (fun t ht => (hf t (interior_subset ht)).mono interior_subset)
    (fun t ht => h0 t (interior_subset ht)) (mem_Ici.2 le_rfl) (mem_Ici.2 hl) hl
```

Applying this to $f$ and $-f$ shows that a quantity with zero rate is constant.

```lean
/-- A quantity whose rate of change vanishes keeps its initial value. -/
theorem eq_initial {f : ℝ → ℝ} (hf : ∀ l, 0 ≤ l → HasDerivWithinAt f 0 (Ici 0) l)
    {l : ℝ} (hl : 0 ≤ l) : f l = f 0 := by
  have h1 : f l ≤ f 0 := le_initial (f' := fun _ => 0) hf (fun _ _ => le_rfl) hl
  have h2 : -f l ≤ -f 0 := le_initial (f := fun t => -f t) (f' := fun _ => 0)
    (fun t ht => (hf t ht).neg.congr_deriv neg_zero) (fun _ _ => le_rfl) hl
  linarith
```

The invariant is the first use; `ring` checks the cancellation.

```lean
/-- Along the flow `x² - y²` is conserved. -/
theorem invariant {x y : ℝ → ℝ} (h : IsKTFlow x y) {l : ℝ} (hl : 0 ≤ l) :
    x l ^ 2 - y l ^ 2 = x 0 ^ 2 - y 0 ^ 2 := by
  have key : x l * x l - y l * y l = x 0 * x 0 - y 0 * y 0 :=
    eq_initial (f := fun t => x t * x t - y t * y t) (fun t ht => by
      have hx := h.stiffness t ht
      have hy := h.cosine t ht
      exact ((hx.mul hx).sub (hy.mul hy)).congr_deriv (by ring)) hl
  linear_combination key
```

## Positivity of the stiffness coupling

The following lemma supplies $c>0$, $c^2=x_0^2-y_0^2$ and $D\ge ce^{cl}$.

```lean
/-- For `x₀ > |y₀|` the residual stiffness `c` is positive with `c² = x₀² - y₀²`, and the
profile `c cosh(c l) + x₀ sinh(c l)` is at least `c e^(c l)` for `l ≥ 0`. -/
theorem residual_spec {x₀ y₀ : ℝ} (h : |y₀| < x₀) :
    0 < residual x₀ y₀ ∧ residual x₀ y₀ ^ 2 = x₀ ^ 2 - y₀ ^ 2 ∧
    ∀ l, 0 ≤ l → residual x₀ y₀ * Real.exp (residual x₀ y₀ * l)
      ≤ profileD (residual x₀ y₀) x₀ l := by
  have hx : 0 < x₀ := (abs_nonneg y₀).trans_lt h
  have hpos : 0 < x₀ ^ 2 - y₀ ^ 2 := by
    have := abs_lt.1 h
    nlinarith [mul_pos (sub_pos.2 this.2) (neg_lt_iff_pos_add.1 this.1)]
  have hc : 0 < residual x₀ y₀ := Real.sqrt_pos.2 hpos
  have hc2 : residual x₀ y₀ ^ 2 = x₀ ^ 2 - y₀ ^ 2 := Real.sq_sqrt hpos.le
  have hle : residual x₀ y₀ ≤ x₀ := by nlinarith [sq_nonneg y₀]
  refine ⟨hc, hc2, fun l hl => ?_⟩
  have hs : 0 ≤ Real.sinh (residual x₀ y₀ * l) :=
    Real.sinh_nonneg_iff.2 (mul_nonneg hc.le hl)
  rw [← Real.cosh_add_sinh]
  unfold profileD
  nlinarith [mul_nonneg (sub_nonneg.2 hle) hs]
```

The intermediate value theorem then produces the forbidden zero of $x$.

```lean
/-- If `x(0) > |y(0)|`, the stiffness coupling stays positive at all scales. -/
theorem stiffness_pos {x y : ℝ → ℝ} (h : IsKTFlow x y) (h0 : |y 0| < x 0)
    {l : ℝ} (hl : 0 ≤ l) : 0 < x l := by
  by_contra hneg
  -- a change of sign would need a zero of `x`, where the invariant is not positive
  obtain ⟨t, ht, hxt⟩ := intermediate_value_Icc' hl
    (fun t ht => (h.stiffness t ht.1).continuousWithinAt.mono Icc_subset_Ici_self)
    ⟨not_lt.1 hneg, ((abs_nonneg (y 0)).trans_lt h0).le⟩
  have hi := invariant h ht.1
  obtain ⟨hc, hc2, -⟩ := residual_spec h0
  rw [hxt] at hi
  nlinarith [sq_nonneg (y t), pow_pos hc 2]
```

## Closed form and decay

```lean
/-- The two hyperbolic profiles are, up to the factor `c`, each other's derivatives. -/
theorem profile_deriv (c x₀ l : ℝ) :
    HasDerivAt (profileD c x₀) (c * profileN c x₀ l) l ∧
    HasDerivAt (profileN c x₀) (c * profileD c x₀ l) l := by
  have h : HasDerivAt (fun t : ℝ => c * t) c l :=
    ((hasDerivAt_id' l).const_mul c).congr_deriv (mul_one c)
  constructor
  · exact ((h.cosh.const_mul c).add (h.sinh.const_mul x₀)).congr_deriv
      (by unfold profileN; ring)
  · exact ((h.sinh.const_mul c).add (h.cosh.const_mul x₀)).congr_deriv
      (by unfold profileD; ring)
```

In `closed_form`, `dw` is $w'=-xw$, `hsq` says that $w^2$ does not exceed its initial value, and `hy` is the constancy of $yD$. The `linear_combination` steps insert the invariant and $w=0$.

```lean
/-- Every flow with `x(0) > |y(0)|` follows the closed hyperbolic curves fixed by its
initial couplings. -/
theorem closed_form {x y : ℝ → ℝ} (h : IsKTFlow x y) (h0 : |y 0| < x 0)
    {l : ℝ} (hl : 0 ≤ l) :
    x l = stiffnessCurve (x 0) (y 0) l ∧ y l = cosineCurve (x 0) (y 0) l := by
  obtain ⟨hc, hc2, hD⟩ := residual_spec h0
  unfold stiffnessCurve cosineCurve
  generalize residual (x 0) (y 0) = c at *
  have hDl : 0 < profileD c (x 0) l := (mul_pos hc (Real.exp_pos _)).trans_le (hD l hl)
  -- the mismatch `w = c N - x D` obeys `w' = -x w` and starts from zero
  have hw : ∀ t, 0 ≤ t → c * profileN c (x 0) t - x t * profileD c (x 0) t = 0 := by
    intro t ht
    have hsq : (c * profileN c (x 0) t - x t * profileD c (x 0) t) *
        (c * profileN c (x 0) t - x t * profileD c (x 0) t) ≤
        (c * profileN c (x 0) 0 - x 0 * profileD c (x 0) 0) *
        (c * profileN c (x 0) 0 - x 0 * profileD c (x 0) 0) :=
      le_initial
        (f := fun s => (c * profileN c (x 0) s - x s * profileD c (x 0) s) *
          (c * profileN c (x 0) s - x s * profileD c (x 0) s))
        (f' := fun s => -(2 * x s * (c * profileN c (x 0) s - x s * profileD c (x 0) s) ^ 2))
        (fun s hs => by
          obtain ⟨dD, dN⟩ := profile_deriv c (x 0) s
          have hi := invariant h hs
          have dw : HasDerivWithinAt
              (fun r => c * profileN c (x 0) r - x r * profileD c (x 0) r)
              (-(x s * (c * profileN c (x 0) s - x s * profileD c (x 0) s))) (Ici 0) s :=
            ((dN.hasDerivWithinAt.const_mul c).sub
              ((h.stiffness s hs).mul dD.hasDerivWithinAt)).congr_deriv
              (by linear_combination profileD c (x 0) s * (hc2 - hi))
          exact (dw.mul dw).congr_deriv (by ring))
        (fun s hs => by
          have := stiffness_pos h h0 hs
          exact neg_nonpos.2 (by positivity)) ht
    have hz : c * profileN c (x 0) 0 - x 0 * profileD c (x 0) 0 = 0 := by
      simp [profileN, profileD]; ring
    rw [hz, mul_zero] at hsq
    exact mul_self_eq_zero.1 (le_antisymm hsq (mul_self_nonneg _))
  -- hence `y D` is constant
  have hy : y l * profileD c (x 0) l = y 0 * profileD c (x 0) 0 :=
    eq_initial (f := fun t => y t * profileD c (x 0) t) (fun t ht =>
      ((h.cosine t ht).mul (profile_deriv c (x 0) t).1.hasDerivWithinAt).congr_deriv
        (by linear_combination y t * hw t ht)) hl
  have hD0 : profileD c (x 0) 0 = c := by simp [profileD]
  rw [hD0] at hy
  constructor
  · rw [eq_div_iff hDl.ne']
    linear_combination -(hw l hl)
  · rw [eq_div_iff hDl.ne']
    linear_combination hy
```

Dividing by $D$ and using its lower bound gives the exponential estimate.

```lean
/-- If `x(0) > |y(0)|`, the cosine amplitude is bounded by `|y(0)| e^(-c l)`, with `c` the
residual stiffness. -/
theorem cosine_decay {x y : ℝ → ℝ} (h : IsKTFlow x y) (h0 : |y 0| < x 0)
    {l : ℝ} (hl : 0 ≤ l) :
    |y l| ≤ |y 0| * Real.exp (-(residual (x 0) (y 0) * l)) := by
  obtain ⟨hc, -, hD⟩ := residual_spec h0
  have hyl := (closed_form h h0 hl).2
  unfold cosineCurve at hyl
  generalize residual (x 0) (y 0) = c at *
  have hDl : 0 < profileD c (x 0) l := (mul_pos hc (Real.exp_pos _)).trans_le (hD l hl)
  have he : Real.exp (-(c * l)) * Real.exp (c * l) = 1 := by
    rw [← Real.exp_add]; simp
  rw [hyl, abs_div, abs_mul, abs_of_pos hc, abs_of_pos hDl, div_le_iff₀ hDl]
  calc c * |y 0| = |y 0| * Real.exp (-(c * l)) * (c * Real.exp (c * l)) := by
        linear_combination (-(c * |y 0|)) * he
    _ ≤ |y 0| * Real.exp (-(c * l)) * profileD c (x 0) l :=
        mul_le_mul_of_nonneg_left (hD l hl) (by positivity)
```

## The limits, and a flow for every admissible start

The main theorem squeezes $y$ to zero, then obtains the limit of $x$ from continuity of the square root; positivity selects the root. The separatrix $x_0=|y_0|$ and the strong-coupling region are not treated.

```lean
/-- Irrelevance of the cosine: if `x(0) > |y(0)|`, then `x² - y²` is conserved, the cosine
amplitude flows to zero and the stiffness coupling flows to `√(x(0)² - y(0)²)`. -/
theorem cosine_irrelevant {x y : ℝ → ℝ} (h : IsKTFlow x y) (h0 : |y 0| < x 0) :
    (∀ l, 0 ≤ l → x l ^ 2 - y l ^ 2 = x 0 ^ 2 - y 0 ^ 2) ∧
    Tendsto y atTop (𝓝 0) ∧ Tendsto x atTop (𝓝 √(x 0 ^ 2 - y 0 ^ 2)) := by
  have hc := (residual_spec h0).1
  have hexp : Tendsto (fun l => |y 0| * Real.exp (-(residual (x 0) (y 0) * l)))
      atTop (𝓝 0) := by
    have := (Real.tendsto_exp_neg_atTop_nhds_zero.comp
      (tendsto_id.const_mul_atTop hc)).const_mul |y 0|
    rw [mul_zero] at this
    exact this
  have hy : Tendsto y atTop (𝓝 0) := squeeze_zero_norm'
    ((eventually_ge_atTop 0).mono fun l hl => cosine_decay h h0 hl) hexp
  refine ⟨fun l hl => invariant h hl, hy, ?_⟩
  -- the invariant expresses `x` through `y`
  have hs : Tendsto (fun l => √(x 0 ^ 2 - y 0 ^ 2 + y l ^ 2)) atTop
      (𝓝 √(x 0 ^ 2 - y 0 ^ 2)) := by
    have := ((hy.pow 2).const_add (x 0 ^ 2 - y 0 ^ 2)).sqrt
    rwa [zero_pow two_ne_zero, add_zero] at this
  refine hs.congr' ((eventually_ge_atTop 0).mono fun l hl => ?_)
  have hi : x 0 ^ 2 - y 0 ^ 2 + y l ^ 2 = x l ^ 2 := by linarith [invariant h hl]
  change √(x 0 ^ 2 - y 0 ^ 2 + y l ^ 2) = x l
  rw [hi, Real.sqrt_sq (stiffness_pos h h0 hl).le]
```

`IsKTFlow` presupposes a solution at all scales. The last theorem supplies one for each admissible pair of initial couplings, using $D^2-N^2=c^2-x_0^2=-y_0^2$ to verify $x'=-y^2$.

```lean
/-- For all bare couplings with `x₀ > |y₀|` the closed curves solve the flow and start
at `(x₀, y₀)`. -/
theorem ktFlow_witness {x₀ y₀ : ℝ} (h : |y₀| < x₀) :
    IsKTFlow (stiffnessCurve x₀ y₀) (cosineCurve x₀ y₀) ∧
    stiffnessCurve x₀ y₀ 0 = x₀ ∧ cosineCurve x₀ y₀ 0 = y₀ := by
  obtain ⟨hc, hc2, hD⟩ := residual_spec h
  have hne : ∀ l, 0 ≤ l → profileD (residual x₀ y₀) x₀ l ≠ 0 := fun l hl =>
    ((mul_pos hc (Real.exp_pos _)).trans_le (hD l hl)).ne'
  refine ⟨⟨fun l hl => ?_, fun l hl => ?_⟩, ?_, ?_⟩
  · obtain ⟨dD, dN⟩ := profile_deriv (residual x₀ y₀) x₀ l
    have hid : profileD (residual x₀ y₀) x₀ l ^ 2 - profileN (residual x₀ y₀) x₀ l ^ 2
        = -y₀ ^ 2 := by
      unfold profileD profileN
      linear_combination (residual x₀ y₀ ^ 2 - x₀ ^ 2) *
        Real.cosh_sq (residual x₀ y₀ * l) + hc2
    refine ((dN.const_mul (residual x₀ y₀)).div dD (hne l hl)).hasDerivWithinAt.congr_deriv ?_
    unfold cosineCurve
    calc _ = residual x₀ y₀ ^ 2 * (profileD (residual x₀ y₀) x₀ l ^ 2 -
          profileN (residual x₀ y₀) x₀ l ^ 2) / profileD (residual x₀ y₀) x₀ l ^ 2 := by ring
      _ = residual x₀ y₀ ^ 2 * (-y₀ ^ 2) / profileD (residual x₀ y₀) x₀ l ^ 2 := by rw [hid]
      _ = _ := by ring
  · have dD := (profile_deriv (residual x₀ y₀) x₀ l).1
    refine ((hasDerivAt_const l (residual x₀ y₀ * y₀)).div dD
      (hne l hl)).hasDerivWithinAt.congr_deriv ?_
    unfold stiffnessCurve cosineCurve
    ring
  · simp [stiffnessCurve, profileN, profileD, hc.ne']
  · simp [cosineCurve, profileD, hc.ne']

end

end KosterlitzThoulessIrrelevantCosine
```

```lean
#print axioms KosterlitzThoulessIrrelevantCosine.cosine_irrelevant
-- 'KosterlitzThoulessIrrelevantCosine.cosine_irrelevant' depends on axioms: [propext, Classical.choice, Quot.sound]
```
